# A classical harmonic internal coordinate of positive stiffness gives the relaxed strain stiffness C − l²/K at every temperature

## Does temperature interpolate between clamped and relaxed stiffness?

The claim I want to pin down is that a strain e coupled harmonically to an internal atomic displacement u, with energy

E(e,u) = C e²/2 + l e u + K u²/2 and K > 0,

has the isothermal stiffness C − l²/K at every temperature, when u is treated classically. Here C is the stiffness at clamped u, l the coupling and K the stiffness of the internal coordinate. I get C − l²/K by minimising over u, which looks like a zero-temperature argument, and I expected that a hot, widely fluctuating u would give something between C and C − l²/K. Can someone derive the free energy carefully, say which assumptions are used, and show a machine-checked proof? I would also like to see several internal modes.

## The free energy is the relaxed energy plus a strain-independent term

For real C, l, e, for K > 0 and for inverse temperature β = 1/(k_B T) > 0, define the partition function and free energy at fixed strain by

Z(e) = ∫ exp(−β E(e,u)) du over the real line, F(e) = −(1/β) log Z(e).

With C_rel = C − l²/K the result is

F(e) = C_rel e²/2 + log(βK/(2π))/(2β),

so F′(e) = C_rel e and F″(e) = C_rel for each β. There is no interpolation: temperature sets the width of the distribution of u, strain sets its centre, and because K is the same at every strain, the width does not depend on the strain.

### Completing the square and the Gaussian integral

Expanding (K/2)(u + l e/K)² gives K u²/2 + l e u + l² e²/(2K). Subtracting the last term again,

E(e,u) = C_rel e²/2 + (K/2)(u + l e/K)².

For K > 0 the minimum over u lies at u₀ = −l e/K and equals C_rel e²/2, which is why C_rel is called relaxed. The Boltzmann weight w(u) = exp(−βE) factorises as

w(u) = exp(−β C_rel e²/2) · exp(−(βK/2)(u + l e/K)²).

Substituting x = u + l e/K removes the strain from the integrand, and ∫ exp(−b x²) dx = √(π/b) for b > 0, used with b = βK/2, gives

Z(e) = exp(−β C_rel e²/2) · √(2π/(βK)) > 0.

Taking the logarithm,

log Z = −β C_rel e²/2 + ½ log(2π/(βK)) = −β C_rel e²/2 − ½ log(βK/(2π)),

and multiplying by −1/β gives the formula for F. The second term does not contain e, so two derivatives in e leave C_rel e and then C_rel.

The condition K > 0 says that the internal coordinate is mechanically stable at clamped strain, and it is exactly the condition for Z to converge. One direction is the Gaussian above. For the other, let K be arbitrary and suppose w is integrable. Then so is w(u) + w(−u), and

exp(βC e²/2) [w(u) + w(−u)] = exp(−βK u²/2) [exp(−β l e u) + exp(β l e u)] ≥ exp(−βK u²/2),

because exp(y) ≥ 1 + y makes the bracket at least 2. So exp(−βK u²/2) is integrable, which forces βK/2 > 0.

### The mean stress

Write ⟨f⟩ = ∫ f(u) w(u) du / Z for the thermal mean. For real p and q, split

p + q u = (p + q u₀) + q (u − u₀).

The first part is constant, and the second contributes ∫ x exp(−βK x²/2) dx, which vanishes because the integrand is odd and integrable. Hence ⟨p + q u⟩ = p − q l e/K. The instantaneous stress is ∂E/∂e = C e + l u, so with p = C e and q = l,

⟨C e + l u⟩ = C e − l² e/K = C_rel e = F′(e).

### Several strain components and normal modes

Let ε be a strain vector, C a stiffness matrix, L a coupling matrix with one row per internal mode i, and K_i > 0 the mode stiffnesses:

E(ε,u) = ε·Cε/2 + Σ_i [(Lε)_i u_i + K_i u_i²/2].

The weight is exp(−β ε·Cε/2) times a product of one-mode weights, so the integral over all u_i is a product of one-dimensional integrals. Mode i is the scalar problem with clamped stiffness 0, coupling (Lε)_i and strain 1, whose free energy is −(Lε)_i²/(2K_i) + log(βK_i/(2π))/(2β). Adding up,

F(ε) = [ε·Cε − Σ_i (Lε)_i²/K_i]/2 + Σ_i log(βK_i/(2π))/(2β).

### C = 10, l = 2, K = 4 at two temperatures

Here C_rel = 10 − 4/4 = 9. At e = 0.1 the centre is u₀ = −0.05, the relaxed energy is 0.045, and the mean stress is 1 + 2·(−0.05) = 0.9 = 9·0.1. For β = 1, Z = exp(−0.045)·√(π/2) ≈ 0.9560·1.2533 ≈ 1.1982, so F ≈ −0.1808, in agreement with 0.045 + log(2/π)/2 ≈ 0.045 − 0.2258. For β = 4 the constant is log(8/π)/8 ≈ 0.1168 and F ≈ 0.1618. In both cases the constant cancels in the second difference, [F(0.1) − 2F(0) + F(−0.1)]/0.01 = 0.09/0.01 = 9.

### What the Lean definitions and theorems say

All scalars are real numbers. `energy`, `relaxed`, `weight`, `partition` and `freeEnergy` are E, C_rel, w, Z and F, and `thermalMean β C l K e f` is ⟨f⟩. The integral `∫ u` is with respect to Lebesgue measure on the whole line and `log` is the natural logarithm. The measure is the bare du, with no reference length and no momentum integral; for a fixed reference length and a fixed mass such factors are independent of strain and alter only the additive term. E is an energy, so "stress" and "stiffness" mean derivatives of E or F in e, before any division by a cell volume.

The hypotheses are `0 < β`, a positive finite temperature, and `0 < K`. Nothing is assumed about C, l or the sign of C_rel, so a relaxed stiffness that is zero or negative is allowed. `weight_integrable_iff` matters for the meaning of the rest: Lean gives a non-integrable function the integral 0 and sets log 0 = 0, so for K ≤ 0 `freeEnergy` is a meaningless 0, while for K > 0 the integral converges and `partition_eq` states that it is positive.

`freeEnergy_eq` is the formula for F. `freeEnergy_stiffness` states two things at the strain e: F is differentiable with derivative `relaxed C l K * e`, and its derivative function is differentiable with derivative `relaxed C l K`. `thermalMean_affine` gives ⟨p + q u⟩, and `freeEnergy_deriv_eq_mean_stress` says that F has derivative ⟨C e + l u⟩ at e.

In `modeFreeEnergy_eq` the finite type `σ` labels strain components (six Voigt components, for instance, with the shear convention absorbed into C and L) and `ι` labels modes. `ε ⬝ᵥ C *ᵥ ε` is ε·Cε and `(L *ᵥ ε) i` is (Lε)_i. C need not be symmetric. With no modes at all the sums are empty and F = ε·Cε/2. The diagonal form of the internal energy is assumed: one starts from normal modes, and modes with K_i = 0, such as rigid translations, must already have been removed. This theorem gives F(ε) only; reading off a relaxed matrix C − Lᵀ diag(1/K_i) L as its Hessian for symmetric C is a further step that the file does not take.

The model is classical and exactly quadratic, with C, l and K independent of temperature and of strain, so it contains no thermal expansion and no strain-dependent vibrational frequencies. Electronic-structure calculations distinguish clamped-ion from relaxed-ion elastic constants, and within this classical harmonic model with fixed coefficients the relaxed-ion value is also the isothermal one, so the mean stress sampled at fixed strain has slope C_rel at any temperature.

```lean
import Mathlib

open Real MeasureTheory Matrix

namespace InternalStrainFreeEnergy

noncomputable section

/-- Harmonic energy of strain `e` and internal coordinate `u`: clamped stiffness `C`,
coupling `l`, internal stiffness `K`. -/
def energy (C l K e u : ℝ) : ℝ := C * e ^ 2 / 2 + l * e * u + K * u ^ 2 / 2

/-- The relaxed strain stiffness `C - l²/K`. -/
def relaxed (C l K : ℝ) : ℝ := C - l ^ 2 / K

/-- Boltzmann weight of the internal coordinate at inverse temperature `β`. -/
def weight (β C l K e u : ℝ) : ℝ := exp (-β * energy C l K e u)

/-- Partition function over the internal coordinate at fixed strain. -/
def partition (β C l K e : ℝ) : ℝ := ∫ u, weight β C l K e u

/-- Free energy `-(1/β) log Z` as a function of the strain. -/
def freeEnergy (β C l K e : ℝ) : ℝ := -(1 / β) * log (partition β C l K e)

/-- Boltzmann average of an observable `f` of the internal coordinate at fixed strain. -/
def thermalMean (β C l K e : ℝ) (f : ℝ → ℝ) : ℝ :=
  (∫ u, f u * weight β C l K e u) / partition β C l K e

/-- Energy of a strain vector `ε` coupled through `L` to internal normal modes `u i`
of stiffness `K i`. -/
def modeEnergy {σ ι : Type} [Fintype σ] [Fintype ι] (C : Matrix σ σ ℝ) (L : Matrix ι σ ℝ)
    (K : ι → ℝ) (ε : σ → ℝ) (u : ι → ℝ) : ℝ :=
  ε ⬝ᵥ C *ᵥ ε / 2 + ∑ i, ((L *ᵥ ε) i * u i + K i * u i ^ 2 / 2)

/-- Free energy at fixed strain vector, with all internal normal modes integrated out. -/
def modeFreeEnergy {σ ι : Type} [Fintype σ] [Fintype ι] (β : ℝ) (C : Matrix σ σ ℝ)
    (L : Matrix ι σ ℝ) (K : ι → ℝ) (ε : σ → ℝ) : ℝ :=
  -(1 / β) * log (∫ u : ι → ℝ, exp (-β * modeEnergy C L K ε u))

/-- The energy is the relaxed strain energy plus a harmonic term in `u + l e / K`. -/
theorem energy_complete_square (C l e u : ℝ) {K : ℝ} (hK : K ≠ 0) :
    energy C l K e u = relaxed C l K * e ^ 2 / 2 + K / 2 * (u + l * e / K) ^ 2 := by
  unfold energy relaxed
  field_simp
  ring

/-- For `K ≠ 0` the Boltzmann weight is `exp(-β (C - l²/K) e²/2)` times `exp(-(βK/2)(u + l e /
K)²)`. -/
theorem weight_eq (β C l e u : ℝ) {K : ℝ} (hK : K ≠ 0) :
    weight β C l K e u
      = exp (-β * (relaxed C l K * e ^ 2 / 2)) * exp (-(β * K / 2) * (u + l * e / K) ^ 2) := by
  unfold weight
  rw [← exp_add, energy_complete_square C l e u hK]
  congr 1
  ring

/-- At positive temperature the Boltzmann weight is integrable over the internal coordinate
exactly when the internal stiffness is positive. -/
theorem weight_integrable_iff (C l K e : ℝ) {β : ℝ} (hβ : 0 < β) :
    Integrable (fun u => weight β C l K e u) ↔ 0 < K := by
  constructor
  · intro h
    -- the symmetrised weight dominates a centred Gaussian
    have h2 : Integrable (fun u => exp (β * C * e ^ 2 / 2)
        * (weight β C l K e u + weight β C l K e (-u))) := (h.add h.comp_neg).const_mul _
    have h3 : Integrable (fun u : ℝ => exp (-(β * K / 2) * u ^ 2)) := by
      refine h2.mono' (Continuous.aestronglyMeasurable (by fun_prop)) ?_
      refine Filter.Eventually.of_forall fun u => ?_
      have a1 : exp (β * C * e ^ 2 / 2) * weight β C l K e u
          = exp (-(β * K / 2) * u ^ 2) * exp (-(β * l * e * u)) := by
        unfold weight energy
        rw [← exp_add, ← exp_add]
        congr 1
        ring
      have a2 : exp (β * C * e ^ 2 / 2) * weight β C l K e (-u)
          = exp (-(β * K / 2) * u ^ 2) * exp (β * l * e * u) := by
        unfold weight energy
        rw [← exp_add, ← exp_add]
        congr 1
        ring
      have b1 := add_one_le_exp (β * l * e * u)
      have b2 := add_one_le_exp (-(β * l * e * u))
      have hp := exp_pos (-(β * K / 2) * u ^ 2)
      have b3 : 1 ≤ exp (-(β * l * e * u)) + exp (β * l * e * u) := by linarith
      have b4 := mul_le_mul_of_nonneg_left b3 hp.le
      rw [Real.norm_eq_abs, abs_of_pos hp, mul_add, a1, a2]
      linarith
    have h4 := integrable_exp_neg_mul_sq_iff.1 h3
    exact (mul_pos_iff_of_pos_left hβ).1 (by linarith)
  · intro hK
    simp_rw [fun u => weight_eq β C l e u hK.ne']
    have hb : 0 < β * K / 2 := by positivity
    exact ((integrable_exp_neg_mul_sq hb).comp_add_right (l * e / K)).const_mul _

/-- The partition function equals `exp(-β (C - l²/K) e²/2) √(2π/(βK))` and is positive. -/
theorem partition_eq (C l e : ℝ) {β K : ℝ} (hβ : 0 < β) (hK : 0 < K) :
    partition β C l K e = exp (-β * (relaxed C l K * e ^ 2 / 2)) * √(2 * π / (β * K))
      ∧ 0 < partition β C l K e := by
  have h : partition β C l K e
      = exp (-β * (relaxed C l K * e ^ 2 / 2)) * √(2 * π / (β * K)) := by
    unfold partition
    simp_rw [fun u => weight_eq β C l e u hK.ne']
    have hq : π / (β * K / 2) = 2 * π / (β * K) := by field_simp
    -- shift the centre to the origin, then use the Gaussian integral
    rw [integral_const_mul,
      integral_add_right_eq_self (fun x : ℝ => exp (-(β * K / 2) * x ^ 2)) (l * e / K),
      integral_gaussian, hq]
  refine ⟨h, ?_⟩
  rw [h]
  positivity

/-- The free energy is the relaxed strain energy `(C - l²/K) e²/2` plus the strain-independent
term `log(βK/(2π))/(2β)`. -/
theorem freeEnergy_eq (C l e : ℝ) {β K : ℝ} (hβ : 0 < β) (hK : 0 < K) :
    freeEnergy β C l K e
      = relaxed C l K * e ^ 2 / 2 + log (β * K / (2 * π)) / (2 * β) := by
  have hx : 0 < 2 * π / (β * K) := by positivity
  have hl : log (2 * π / (β * K)) = -log (β * K / (2 * π)) := by
    rw [← Real.log_inv, inv_div]
  unfold freeEnergy
  rw [(partition_eq C l e hβ hK).1, Real.log_mul (exp_pos _).ne' (sqrt_pos.2 hx).ne',
    log_exp, Real.log_sqrt hx.le, hl]
  field_simp
  ring

/-- For `0 < β` and `0 < K` the first strain derivative of the free energy is `(C - l²/K) e` and the
second is `C - l²/K`. -/
theorem freeEnergy_stiffness (C l e : ℝ) {β K : ℝ} (hβ : 0 < β) (hK : 0 < K) :
    HasDerivAt (freeEnergy β C l K) (relaxed C l K * e) e
      ∧ HasDerivAt (deriv (freeEnergy β C l K)) (relaxed C l K) e := by
  have hF : freeEnergy β C l K
      = fun x => relaxed C l K * x ^ 2 / 2 + log (β * K / (2 * π)) / (2 * β) :=
    funext fun x => freeEnergy_eq C l x hβ hK
  have h1 : ∀ x, HasDerivAt (freeEnergy β C l K) (relaxed C l K * x) x := by
    intro x
    rw [hF]
    refine ((((hasDerivAt_pow 2 x).const_mul (relaxed C l K)).div_const 2).add_const
      (log (β * K / (2 * π)) / (2 * β))).congr_deriv ?_
    ring1
  have h2 : deriv (freeEnergy β C l K) = fun x => relaxed C l K * x :=
    funext fun x => (h1 x).deriv
  refine ⟨h1 e, ?_⟩
  rw [h2]
  exact ((hasDerivAt_id' e).const_mul (relaxed C l K)).congr_deriv (mul_one _)

/-- The thermal mean of an affine observable `p + q u` is its value at `u = -l e / K`. -/
theorem thermalMean_affine (C l e p q : ℝ) {β K : ℝ} (hβ : 0 < β) (hK : 0 < K) :
    thermalMean β C l K e (fun u => p + q * u) = p + q * (-(l * e / K)) := by
  have hb : 0 < β * K / 2 := by positivity
  have hZ := (partition_eq C l e hβ hK).2
  -- the first moment about the centre vanishes by oddness
  have h0 : ∫ u : ℝ, (u + l * e / K) * exp (-(β * K / 2) * (u + l * e / K) ^ 2) = 0 := by
    rw [integral_add_right_eq_self (fun x : ℝ => x * exp (-(β * K / 2) * x ^ 2)) (l * e / K)]
    have h1 : ∫ x : ℝ, -x * exp (-(β * K / 2) * (-x) ^ 2)
        = ∫ x : ℝ, x * exp (-(β * K / 2) * x ^ 2) :=
      integral_neg_eq_self (fun x : ℝ => x * exp (-(β * K / 2) * x ^ 2)) volume
    have h2 : (fun x : ℝ => -x * exp (-(β * K / 2) * (-x) ^ 2))
        = fun x => -(x * exp (-(β * K / 2) * x ^ 2)) := by
      ext x
      rw [neg_sq, neg_mul x]
    rw [h2, integral_neg] at h1
    linarith
  have hs : ∀ u, (p + q * u) * weight β C l K e u
      = (p + q * (-(l * e / K))) * weight β C l K e u
        + q * exp (-β * (relaxed C l K * e ^ 2 / 2))
          * ((u + l * e / K) * exp (-(β * K / 2) * (u + l * e / K) ^ 2)) := by
    intro u
    rw [weight_eq β C l e u hK.ne']
    ring
  have i1 := ((weight_integrable_iff C l K e hβ).2 hK).const_mul (p + q * (-(l * e / K)))
  have i2 : Integrable (fun u : ℝ => q * exp (-β * (relaxed C l K * e ^ 2 / 2))
      * ((u + l * e / K) * exp (-(β * K / 2) * (u + l * e / K) ^ 2))) :=
    ((integrable_mul_exp_neg_mul_sq hb).comp_add_right (l * e / K)).const_mul _
  unfold thermalMean
  simp_rw [hs]
  rw [integral_add i1 i2, integral_const_mul, integral_const_mul, h0, mul_zero, add_zero,
    div_eq_iff hZ.ne']
  rfl

/-- The strain derivative of the free energy is the thermal mean of the stress `C e + l u`. -/
theorem freeEnergy_deriv_eq_mean_stress (C l e : ℝ) {β K : ℝ} (hβ : 0 < β) (hK : 0 < K) :
    HasDerivAt (freeEnergy β C l K) (thermalMean β C l K e fun u => C * e + l * u) e := by
  rw [thermalMean_affine C l e (C * e) l hβ hK]
  refine (freeEnergy_stiffness C l e hβ hK).1.congr_deriv ?_
  unfold relaxed
  ring

/-- For a strain vector and internal normal modes of positive stiffness, the free energy is
`(ε·Cε - ∑ (Lε)ᵢ²/Kᵢ)/2` plus the strain-independent sum of `log(βKᵢ/(2π))/(2β)`. -/
theorem modeFreeEnergy_eq {σ ι : Type} [Fintype σ] [Fintype ι] (C : Matrix σ σ ℝ)
    (L : Matrix ι σ ℝ) (ε : σ → ℝ) {β : ℝ} {K : ι → ℝ} (hβ : 0 < β) (hK : ∀ i, 0 < K i) :
    modeFreeEnergy β C L K ε = (ε ⬝ᵥ C *ᵥ ε - ∑ i, (L *ᵥ ε) i ^ 2 / K i) / 2
      + ∑ i, log (β * K i / (2 * π)) / (2 * β) := by
  -- the weight is a product of single-mode weights
  have hw : ∀ u : ι → ℝ, exp (-β * modeEnergy C L K ε u)
      = exp (-β * (ε ⬝ᵥ C *ᵥ ε / 2)) * ∏ i, weight β 0 ((L *ᵥ ε) i) (K i) 1 (u i) := by
    intro u
    unfold modeEnergy weight energy
    rw [← Real.exp_sum, ← exp_add]
    congr 1
    rw [mul_add, Finset.mul_sum]
    congr 1
    exact Finset.sum_congr rfl fun i _ => by ring
  have hi : ∀ i, ∫ x, weight β 0 ((L *ᵥ ε) i) (K i) 1 x
      = exp (-β * (-(1 / 2) * ((L *ᵥ ε) i ^ 2 / K i)
          + log (β * K i / (2 * π)) / (2 * β))) := by
    intro i
    have h1 : log (partition β 0 ((L *ᵥ ε) i) (K i) 1)
        = -β * freeEnergy β 0 ((L *ᵥ ε) i) (K i) 1 := by
      unfold freeEnergy
      field_simp
    change partition β 0 ((L *ᵥ ε) i) (K i) 1 = _
    rw [← exp_log (partition_eq 0 ((L *ᵥ ε) i) 1 hβ (hK i)).2, h1,
      freeEnergy_eq 0 _ 1 hβ (hK i)]
    congr 1
    unfold relaxed
    ring
  have hZ : ∫ u : ι → ℝ, exp (-β * modeEnergy C L K ε u)
      = exp (-β * ((ε ⬝ᵥ C *ᵥ ε - ∑ i, (L *ᵥ ε) i ^ 2 / K i) / 2
          + ∑ i, log (β * K i / (2 * π)) / (2 * β))) := by
    simp_rw [hw]
    rw [integral_const_mul,
      integral_fintype_prod_volume_eq_prod (fun i x => weight β 0 ((L *ᵥ ε) i) (K i) 1 x)]
    simp_rw [hi]
    rw [← Real.exp_sum, ← exp_add]
    congr 1
    rw [← Finset.mul_sum, Finset.sum_add_distrib, ← Finset.mul_sum]
    ring
  unfold modeFreeEnergy
  rw [hZ, log_exp, ← mul_assoc, neg_mul_neg, one_div_mul_cancel hβ.ne', one_mul]

end

end InternalStrainFreeEnergy
```

```lean
#print axioms InternalStrainFreeEnergy.weight_integrable_iff
-- 'InternalStrainFreeEnergy.weight_integrable_iff' depends on axioms: [propext, Classical.choice, Quot.sound]
#print axioms InternalStrainFreeEnergy.freeEnergy_deriv_eq_mean_stress
-- 'InternalStrainFreeEnergy.freeEnergy_deriv_eq_mean_stress' depends on axioms: [propext, Classical.choice, Quot.sound]
#print axioms InternalStrainFreeEnergy.modeFreeEnergy_eq
-- 'InternalStrainFreeEnergy.modeFreeEnergy_eq' depends on axioms: [propext, Classical.choice, Quot.sound]
```

### How the proofs follow the derivation

`energy_complete_square` is the completed square, needing only K ≠ 0; `field_simp` clears the denominator K and `ring` closes the identity. `weight_eq` merges the two exponentials with `exp_add` and compares exponents.

In `weight_integrable_iff`, the forward direction builds `h2`, the integrability of exp(βC e²/2)[w(u) + w(−u)], using `comp_neg` for the reflected weight. `a1` and `a2` write the two terms as the centred Gaussian times exp(∓β l e u), `b1` and `b2` are exp(y) ≥ 1 + y, and `b3` keeps the weaker bound 1 for the bracket, which suffices. `mono'` transfers integrability to the dominated Gaussian, and `integrable_exp_neg_mul_sq_iff` yields βK/2 > 0. The reverse direction shifts an integrable Gaussian with `comp_add_right` and multiplies it by the strain factor.

`partition_eq` pulls out the strain factor with `integral_const_mul`, performs the substitution x = u + l e/K by `integral_add_right_eq_self`, and applies `integral_gaussian`; `hq` turns π/(βK/2) into 2π/(βK). `freeEnergy_eq` then splits the logarithm of the product with `Real.log_mul`, obtains the factor ½ from `Real.log_sqrt`, and inverts the argument with `hl`.

`freeEnergy_stiffness` first upgrades the pointwise formula to an equality of functions, `hF`. `h1` differentiates the quadratic at every point x, which identifies the derivative function in `h2`, and that linear function is differentiated once more.

In `thermalMean_affine`, `h0` is the vanishing odd moment: after the shift, `integral_neg_eq_self` shows that the integral equals its own negative. `hs` is the splitting about u₀ multiplied by the weight, `i1` and `i2` are the integrability of the two parts that `integral_add` requires, and positivity of Z permits the final division. `freeEnergy_deriv_eq_mean_stress` sets p = C e and q = l and matches the value against the first derivative already found; no differentiation under the integral sign is used.

`modeFreeEnergy_eq` writes the weight as a product in `hw`, each factor being `weight β 0 ((L *ᵥ ε) i) (K i) 1 (u i)`. `hi` evaluates one factor's integral as the exponential of −β times the scalar free energy. `hZ` factorises the integral over `ι → ℝ` with `integral_fintype_prod_volume_eq_prod` and collects the product into the exponential of a sum, after which `log_exp` and the cancellation of β finish the proof.
